# At its third step, unpreconditioned single-vector LOBPCG searches only a proper subspace of a four-dimensional Krylov space $K_4$

## Search spaces for the lowest state

Let $A$ be a Hamiltonian whose lowest eigenvector is sought from a starting vector $x_0$, using only products of $A$ with vectors. The Krylov spaces are
$$K_j=\operatorname{span}(x_0,Ax_0,\dots,A^{j-1}x_0).$$
Lanczos minimises the energy over all of $K_{j+1}$ with $j+1$ products: $j$ build the space, and one more completes the Hamiltonian projected onto it. LOBPCG builds each search space from its latest iterates only. Without a preconditioner, and for a single state, it minimises over
$$T(p,x;r)=\operatorname{span}(p,\;x,\;Ax-rx),$$
where $x$ is the current iterate, $p$ the previous one and $r$ the current energy estimate. Many accounts write $p$ for a search direction and $r$ for the residual; here $p$ is an iterate and $r$ a number.

The first step has no previous iterate and gives $x_1=ax_0+bAx_0$. The condition $b\neq0$ says that the step mixes in the gradient; for Hermitian $A$, energy minimisation does this whenever $x_0$ is not an eigenvector.

The claim is that $T(x_0,x_1;r)=K_3$ for every $r$, so the second step still searches the full Krylov space. For every $x_2\in K_3$ and every number $s$, the next space $T(x_1,x_2;s)$ lies in $K_4$, and properly if $\dim K_4=4$.

## Two steps of agreement, then a missing dimension

**Inclusion.** Applying $A$ to $A^ix_0$ with $i<j$ gives $A^{i+1}x_0$, so $A$ maps $K_j$ into $K_{j+1}$. If $p,x\in K_j$, then $p$, $x$ and $Ax-rx$ all lie in $K_{j+1}$, hence $T(p,x;r)\subseteq K_{j+1}$.

**Strictness.** Three vectors span at most three dimensions. If $\dim K_{j+1}>3$, the inclusion is proper.

**Equality at the second step.** Since $x_0,x_1\in K_2$, we have $T(x_0,x_1;r)\subseteq K_3$. Conversely, the trial space contains
$$Ax_0=b^{-1}(x_1-ax_0).$$
Adding $rx_1$ to the residual gives $Ax_1=aAx_0+bA^2x_0$, so it also contains
$$A^2x_0=b^{-1}(Ax_1-aAx_0).$$
These vectors and $x_0$ span $K_3$.

**Third step.** Both $x_1$ and $x_2$ lie in $K_3$, so inclusion and strictness apply with $j=3$.

The same count applies to steepest descent, which searches $\operatorname{span}(x,Ax-rx)$. Two vectors span at most two dimensions, so with $x_1\in K_2$ its second search space is already a proper subspace of $K_3$ if $\dim K_3=3$.

## A four-site chain by hand

Take one particle on an open chain of four sites with hopping amplitude $+1$, starting on the end site: $x_0=(1,0,0,0)$. The Hamiltonian replaces each amplitude by the sum of its neighbours.

Minimising over the first two sites gives energy $-1$ and $x_1=(1,-1,0,0)=x_0-Ax_0$, with residual $(0,0,-1,0)$. The second search space therefore consists of all vectors on the first three sites. Its minimum is $-\sqrt2$, at $x_2=(1,-\sqrt2,1,0)$, with residual $(0,0,0,1)$. For the normalised vectors $x_1/\sqrt2$ and $x_2/2$ the residual norms are $1/\sqrt2$ and $1/2$.

The ground state is $v=(1,-\varphi,\varphi,-1)$ with energy $-\varphi$, where $\varphi=(1+\sqrt5)/2\approx1.618$ satisfies $\varphi^2=\varphi+1$. The Krylov vectors are
$$(1,0,0,0),\quad(0,1,0,0),\quad(1,0,1,0),\quad(0,2,0,1).$$
They are independent, so $K_4$ is the whole space and contains $v$: Lanczos finds the ground state with four products, three to build the space and one to complete the projected Hamiltonian.

Suppose LOBPCG's third space also contained it, $v=c_0x_1+c_1x_2+c_2(0,0,0,1)$. The first three sites give
$$c_0+c_1=1,\qquad -c_0-\sqrt2\,c_1=-\varphi,\qquad c_1=\varphi.$$
Eliminating $c_0$ and $c_1$ leaves $\sqrt2\,\varphi=2\varphi-1$. Squaring gives $2\varphi^2-4\varphi+1=0$, and $\varphi^2=\varphi+1$ turns this into $\varphi=3/2$. But $9/4\neq5/2$.

The miss is small. The vector $n=(1,1,\sqrt2-1,0)$ is orthogonal to the third search space, and $n\cdot v=1-(2-\sqrt2)\varphi\approx0.052$. After normalising both vectors the overlap is about $0.013$.

For electronic-structure calculations, the comparison shows what the short memory of LOBPCG can cost relative to Lanczos, in the restricted case of one vector and no preconditioner.

## Krylov and trial spaces in Lean

The general theorems allow any linear operator on a vector space `V` over any field. The letter `K` in the code is that field, not a Krylov space. Neither Hermiticity nor an inner product is assumed.

```lean
import Mathlib

open Module

namespace LOBPCGKrylov

noncomputable section

variable {K V : Type*} [Field K] [AddCommGroup V] [Module K V]
```

`krylov A x j` is $K_j$ with starting vector `x`. The index `i : Fin j` runs from $0$ to $j-1$, so `krylov A x 0` is the zero space.

```lean
/-- The Krylov space `K_j`, spanned by `x, A x, …, A^(j-1) x`. -/
def krylov (A : Module.End K V) (x : V) (j : ℕ) : Submodule K V :=
  Submodule.span K (Set.range fun i : Fin j => (A ^ (i : ℕ)) x)
```

`trialSpace A p x r` is $T(p,x;r)$. Its three generators may be linearly dependent.

```lean
/-- The LOBPCG trial space without preconditioner, spanned by the previous iterate `p`,
the current iterate `x` and the residual `A x - r x`. -/
def trialSpace (A : Module.End K V) (p x : V) (r : K) : Submodule K V :=
  Submodule.span K (Set.range ![p, x, A x - r • x])
```

Energy minimisation does not occur in these definitions. The inclusions hold for any choice of iterates within the stated spaces, and so for the energy-minimising one. That the chain's $x_1$ and $x_2$ are the minimisers is the step from the code to an actual LOBPCG run, and it rests on the calculation above.

## Inclusion and the dimension count

The generators of a smaller Krylov space are among those of a larger one.

```lean
/-- If `i ≤ j`, the Krylov space `K_i` is contained in `K_j`. -/
theorem krylov_mono (A : Module.End K V) (x : V) {i j : ℕ} (h : i ≤ j) :
    krylov A x i ≤ krylov A x j := by
  apply Submodule.span_mono
  rintro _ ⟨k, rfl⟩
  exact ⟨⟨k, lt_of_lt_of_le k.2 h⟩, rfl⟩
```

To show that $A$ maps $K_j$ into $K_{j+1}$, the proof checks the generators. The preimage of $K_{j+1}$ under $A$, written `comap`, is a subspace, so containing the generators of $K_j$ is enough.

```lean
/-- One application of the operator raises the Krylov order by at most one. -/
theorem apply_mem_krylov (A : Module.End K V) (x : V) {j : ℕ} {v : V}
    (hv : v ∈ krylov A x j) : A v ∈ krylov A x (j + 1) := by
  have h : krylov A x j ≤ (krylov A x (j + 1)).comap A := by
    apply Submodule.span_le.2
    rintro _ ⟨i, rfl⟩
    change A ((A ^ (i : ℕ)) x) ∈ krylov A x (j + 1)
    have hi : (A ^ ((i : ℕ) + 1)) x ∈ krylov A x (j + 1) :=
      Submodule.subset_span ⟨⟨(i : ℕ) + 1, Nat.succ_lt_succ i.2⟩, rfl⟩
    rwa [pow_succ', Module.End.mul_apply] at hi
  exact h hv
```

The next theorem joins inclusion and strictness. `fin_cases` treats the three generators in turn. If the spaces were equal, `finrank`, the dimension, would be both at most three and greater than three.

```lean
/-- If both iterates lie in `K_j`, the LOBPCG trial space lies in `K_(j+1)`. It is a proper
subspace whenever `K_(j+1)` has dimension greater than three. -/
theorem trialSpace_le_and_lt (A : Module.End K V) (x₀ : V) {j : ℕ} {p x : V} (r : K)
    (hp : p ∈ krylov A x₀ j) (hx : x ∈ krylov A x₀ j) :
    trialSpace A p x r ≤ krylov A x₀ (j + 1) ∧
      (3 < finrank K (krylov A x₀ (j + 1)) →
        trialSpace A p x r < krylov A x₀ (j + 1)) := by
  have up := krylov_mono A x₀ (Nat.le_succ j)
  have hle : trialSpace A p x r ≤ krylov A x₀ (j + 1) := by
    apply Submodule.span_le.2
    rintro _ ⟨i, rfl⟩
    fin_cases i
    · exact up hp
    · exact up hx
    · exact Submodule.sub_mem _ (apply_mem_krylov A x₀ hx) (Submodule.smul_mem _ r (up hx))
  refine ⟨hle, fun hdim => lt_of_le_of_ne hle fun heq => ?_⟩
  -- three vectors span at most three dimensions
  have h3 : finrank K (trialSpace A p x r) ≤ 3 := by
    have h := finrank_range_le_card (R := K) (![p, x, A x - r • x])
    rw [Fintype.card_fin] at h
    exact h
  rw [heq] at h3
  omega
```

## Equality at step two, strict inclusion at step three

The equality is proved by two inclusions. The identities `e1` and `e2` are the formulas for $Ax_0$ and $A^2x_0$ derived above; the hypothesis `hb` allows the division by $b$.

```lean
/-- If `x₁ = a x₀ + b A x₀` with `b ≠ 0`, the trial space built from `x₀` and `x₁` is the
full Krylov space `K_3`, for every shift `r`. -/
theorem trialSpace_eq_krylov_three (A : Module.End K V) (x₀ x₁ : V) (a b r : K)
    (hb : b ≠ 0) (hx₁ : x₁ = a • x₀ + b • A x₀) :
    trialSpace A x₀ x₁ r = krylov A x₀ 3 := by
  have m0 : x₀ ∈ krylov A x₀ 2 := Submodule.subset_span ⟨0, by simp⟩
  have m1 : A x₀ ∈ krylov A x₀ 2 := Submodule.subset_span ⟨1, by simp⟩
  have mx : x₁ ∈ krylov A x₀ 2 := by
    rw [hx₁]
    exact Submodule.add_mem _ (Submodule.smul_mem _ a m0) (Submodule.smul_mem _ b m1)
  apply le_antisymm (trialSpace_le_and_lt A x₀ r m0 mx).1
  have h0 : x₀ ∈ trialSpace A x₀ x₁ r := Submodule.subset_span ⟨0, rfl⟩
  have h1 : x₁ ∈ trialSpace A x₀ x₁ r := Submodule.subset_span ⟨1, rfl⟩
  have h2 : A x₁ - r • x₁ ∈ trialSpace A x₀ x₁ r := Submodule.subset_span ⟨2, rfl⟩
  -- recover `A x₀` from `x₁`, then `A² x₀` from the residual
  have e1 : b⁻¹ • (x₁ - a • x₀) = A x₀ := by
    rw [hx₁, add_sub_cancel_left, smul_smul, inv_mul_cancel₀ hb, one_smul]
  have hA : A x₀ ∈ trialSpace A x₀ x₁ r := by
    rw [← e1]
    exact Submodule.smul_mem _ _ (Submodule.sub_mem _ h1 (Submodule.smul_mem _ a h0))
  have e2 : b⁻¹ • (A x₁ - r • x₁ + r • x₁ - a • A x₀) = A (A x₀) := by
    rw [sub_add_cancel, hx₁, map_add, map_smul, map_smul, add_sub_cancel_left, smul_smul,
      inv_mul_cancel₀ hb, one_smul]
  have hAA : A (A x₀) ∈ trialSpace A x₀ x₁ r := by
    rw [← e2]
    exact Submodule.smul_mem _ _ (Submodule.sub_mem _
      (Submodule.add_mem _ h2 (Submodule.smul_mem _ r h1)) (Submodule.smul_mem _ a hA))
  apply Submodule.span_le.2
  rintro _ ⟨i, rfl⟩
  fin_cases i
  · change (A ^ 0) x₀ ∈ trialSpace A x₀ x₁ r
    rw [pow_zero]
    exact h0
  · change (A ^ 1) x₀ ∈ trialSpace A x₀ x₁ r
    rw [pow_one]
    exact hA
  · change (A ^ 2) x₀ ∈ trialSpace A x₀ x₁ r
    rw [pow_two]
    exact hAA
```

The main theorem adds the third step. It reads $x_1\in K_3$ off the equality and then applies the dimension count with $j=3$.

```lean
/-- Let `x₁ = a x₀ + b A x₀` with `b ≠ 0`. The trial space of `x₀, x₁` is `K_3`; for any
`x₂` in `K_3` the next trial space lies in `K_4`, and properly so if `dim K_4 = 4`. -/
theorem lobpcg_leaves_lanczos (A : Module.End K V) (x₀ x₁ : V) (a b r : K)
    (hb : b ≠ 0) (hx₁ : x₁ = a • x₀ + b • A x₀) :
    trialSpace A x₀ x₁ r = krylov A x₀ 3 ∧
      ∀ x₂ ∈ krylov A x₀ 3, ∀ s : K,
        trialSpace A x₁ x₂ s ≤ krylov A x₀ 4 ∧
          (finrank K (krylov A x₀ 4) = 4 → trialSpace A x₁ x₂ s < krylov A x₀ 4) := by
  have h := trialSpace_eq_krylov_three A x₀ x₁ a b r hb hx₁
  refine ⟨h, fun x₂ hx₂ s => ?_⟩
  have h1 : x₁ ∈ krylov A x₀ 3 := by
    rw [← h]
    exact Submodule.subset_span ⟨1, rfl⟩
  have key := trialSpace_le_and_lt A x₀ s h1 hx₂
  exact ⟨key.1, fun hd => key.2 (by rw [hd]; norm_num)⟩
```

## Every later step

Here `x n` is a whole sequence of iterates and `r n` the shift used with `x (n + 1)`. The first iterate lies in $K_2$, and each later one is taken from the current trial space; $b\neq0$ is not required. The induction carries two consecutive memberships, because each trial space needs two iterates.

At $n=0$ the dimension condition cannot be met, since $\dim K_3\le3$. The first strict inclusion that the theorem can supply is at $n=1$, in $K_4$.

```lean
/-- Let `x₁` lie in `K_2` and let each later iterate be taken from the current trial space.
Then `x_n` lies in `K_(n+1)`, and the trial space of `x_n, x_(n+1)` is a proper subspace of
`K_(n+3)` whenever `K_(n+3)` has dimension greater than three. -/
theorem lobpcg_sequence (A : Module.End K V) (x : ℕ → V) (r : ℕ → K)
    (h1 : x 1 ∈ krylov A (x 0) 2)
    (hstep : ∀ n, x (n + 2) ∈ trialSpace A (x n) (x (n + 1)) (r n)) (n : ℕ) :
    x n ∈ krylov A (x 0) (n + 1) ∧
      (3 < finrank K (krylov A (x 0) (n + 3)) →
        trialSpace A (x n) (x (n + 1)) (r n) < krylov A (x 0) (n + 3)) := by
  have key : ∀ n, x n ∈ krylov A (x 0) (n + 1) ∧ x (n + 1) ∈ krylov A (x 0) (n + 2) := by
    intro n
    induction n with
    | zero => exact ⟨Submodule.subset_span ⟨0, by simp⟩, h1⟩
    | succ n ih =>
      exact ⟨ih.2, (trialSpace_le_and_lt A (x 0) (r n)
        (krylov_mono A (x 0) (Nat.le_succ _) ih.1) ih.2).1 (hstep n)⟩
  exact ⟨(key n).1, (trialSpace_le_and_lt A (x 0) (r n)
    (krylov_mono A (x 0) (Nat.le_succ _) (key n).1) (key n).2).2⟩
```

## The chain and its missed eigenvector

`chain` is the real $4\times4$ hopping matrix, regarded as a linear map.

```lean
/-- The Hamiltonian of an open four-site chain with unit hopping between neighbours. -/
def chain : Module.End ℝ (Fin 4 → ℝ) :=
  Matrix.toLin' !![0, 1, 0, 0; 1, 0, 1, 0; 0, 1, 0, 1; 0, 0, 1, 0]
```

Its action on a general vector is computed once and then used for every product.

```lean
/-- The chain Hamiltonian replaces each amplitude by the sum of its neighbours. -/
theorem chain_apply (a b c d : ℝ) : chain ![a, b, c, d] = ![b, a + c, b + d, c] := by
  ext i
  fin_cases i <;>
    simp [chain, Matrix.toLin'_apply, Matrix.mulVec, dotProduct, Fin.sum_univ_succ]
```

For $\dim K_4=4$, the proof computes the four Krylov vectors and shows that a vanishing linear combination has zero coefficients, site by site.

```lean
/-- For the four-site chain started on its end site, `K_4` has dimension four. -/
theorem chain_krylov_witness : finrank ℝ (krylov chain ![1, 0, 0, 0] 4) = 4 := by
  have e : (fun i : Fin 4 => (chain ^ (i : ℕ)) ![1, 0, 0, 0]) =
      ![![1, 0, 0, 0], ![0, 1, 0, 0], ![1, 0, 1, 0], ![0, 2, 0, 1]] := by
    funext i
    fin_cases i
    · change (chain ^ 0) ![1, 0, 0, 0] = ![1, 0, 0, 0]
      rw [pow_zero, Module.End.one_apply]
    · change (chain ^ 1) ![1, 0, 0, 0] = ![0, 1, 0, 0]
      rw [pow_one, chain_apply]
      norm_num
    · change (chain ^ 2) ![1, 0, 0, 0] = ![1, 0, 1, 0]
      rw [pow_two, Module.End.mul_apply, chain_apply, chain_apply]
      norm_num
    · change (chain ^ 3) ![1, 0, 0, 0] = ![0, 2, 0, 1]
      rw [pow_succ', pow_two, Module.End.mul_apply, Module.End.mul_apply, chain_apply,
        chain_apply, chain_apply]
      norm_num
  have hli : LinearIndependent ℝ (fun i : Fin 4 => (chain ^ (i : ℕ)) ![1, 0, 0, 0]) := by
    rw [e, Fintype.linearIndependent_iff]
    intro g hg
    have h0 := congrFun hg 0
    have h1 := congrFun hg 1
    have h2 := congrFun hg 2
    have h3 := congrFun hg 3
    simp [Fin.sum_univ_four] at h0 h1 h2 h3
    intro i
    fin_cases i
    · change g 0 = 0
      linarith
    · change g 1 = 0
      linarith
    · change g 2 = 0
      linarith
    · change g 3 = 0
      linarith
  have h := finrank_span_eq_card hli
  rw [Fintype.card_fin] at h
  exact h
```

The residuals are those found by hand, for the unnormalised vectors.

```lean
/-- On the chain, `(1,-1,0,0)` with shift `-1` leaves a residual on the third site only, and
`(1,-√2,1,0)` with shift `-√2` leaves a residual on the fourth site only. -/
theorem chain_residuals :
    chain ![1, -1, 0, 0] - (-1 : ℝ) • ![1, -1, 0, 0] = ![0, 0, -1, 0] ∧
      chain ![1, -Real.sqrt 2, 1, 0] - (-Real.sqrt 2) • ![1, -Real.sqrt 2, 1, 0] =
        ![0, 0, 0, 1] := by
  rw [chain_apply, chain_apply]
  constructor <;> ext i <;> fin_cases i <;> norm_num
```

The last theorem assumes only $\varphi^2=\varphi+1$, so it also applies to the negative root $(1-\sqrt5)/2$, which belongs to an excited state. Membership in $K_4$ follows because a four-dimensional subspace of a four-dimensional space is everything. For the exclusion, `k0`, `k1` and `k2` are the three site equations, `q` is $\sqrt2\,\varphi=2\varphi-1$, and `linear_combination` carries out the squaring that yields $\varphi=3/2$.

```lean
/-- If `φ² = φ + 1`, then `(1,-φ,φ,-1)` is an eigenvector of the chain with energy `-φ`. It
lies in `K_4` of the end site, but not in the LOBPCG trial space built from `(1,-1,0,0)` and
`(1,-√2,1,0)` with shift `-√2`. -/
theorem chain_eigenvector_missed (φ : ℝ) (hφ : φ ^ 2 = φ + 1) :
    chain ![1, -φ, φ, -1] = (-φ) • ![1, -φ, φ, -1] ∧
      ![1, -φ, φ, -1] ∈ krylov chain ![1, 0, 0, 0] 4 ∧
      ![1, -φ, φ, -1] ∉
        trialSpace chain ![1, -1, 0, 0] ![1, -Real.sqrt 2, 1, 0] (-Real.sqrt 2) := by
  refine ⟨?_, ?_, ?_⟩
  · rw [chain_apply]
    ext i
    fin_cases i <;> simp <;> linarith
  · have htop : krylov chain ![1, 0, 0, 0] 4 = ⊤ :=
      Submodule.eq_top_of_finrank_eq (by rw [chain_krylov_witness]; simp)
    rw [htop]
    exact Submodule.mem_top
  · intro h
    unfold trialSpace at h
    rw [chain_residuals.2] at h
    obtain ⟨c, hc⟩ := (Submodule.mem_span_range_iff_exists_fun ℝ).1 h
    -- compare the amplitudes on the first three sites
    have k0 : c 0 + c 1 = 1 := by
      have := congrFun hc 0
      simp [Fin.sum_univ_three] at this
      linarith
    have k1 : -c 0 - c 1 * Real.sqrt 2 = -φ := by
      have := congrFun hc 1
      simp [Fin.sum_univ_three] at this
      linarith
    have k2 : c 1 = φ := by
      have := congrFun hc 2
      simp [Fin.sum_univ_three] at this
      linarith
    rw [k2] at k0 k1
    have q : φ * Real.sqrt 2 = 2 * φ - 1 := by linarith
    have s : Real.sqrt 2 ^ 2 = 2 := Real.sq_sqrt (by norm_num)
    -- squaring removes the root and forces a rational value of `φ`
    have hval : φ = 3 / 2 := by
      linear_combination (1 / 2) * (φ * Real.sqrt 2 + 2 * φ - 1) * q
        - (1 / 2) * φ ^ 2 * s + hφ
    rw [hval] at hφ
    norm_num at hφ

end

end LOBPCGKrylov
```

```lean
#print axioms LOBPCGKrylov.trialSpace_le_and_lt
-- 'LOBPCGKrylov.trialSpace_le_and_lt' depends on axioms: [propext, Classical.choice, Quot.sound]
#print axioms LOBPCGKrylov.lobpcg_leaves_lanczos
-- 'LOBPCGKrylov.lobpcg_leaves_lanczos' depends on axioms: [propext, Classical.choice, Quot.sound]
#print axioms LOBPCGKrylov.lobpcg_sequence
-- 'LOBPCGKrylov.lobpcg_sequence' depends on axioms: [propext, Classical.choice, Quot.sound]
#print axioms LOBPCGKrylov.chain_eigenvector_missed
-- 'LOBPCGKrylov.chain_eigenvector_missed' depends on axioms: [propext, Classical.choice, Quot.sound]
```
